# One or more linearly independent residuals have exactly one norm-minimising mixture with unit coefficient sum

Let $r_i$, with $i$ in a nonempty finite set, be linearly independent vectors in a real inner-product space. Let $B_{ij}=\langle r_i,r_j\rangle$ be their Gram matrix, $u$ the vector with all entries equal to one, and $w=\langle u,B^{-1}u\rangle$. Among all real coefficients with $\sum_i c_i=1$, the squared norm $\|\sum_i c_i r_i\|^2$ is smallest at

$$c^*=\frac{B^{-1}u}{w},\qquad\text{where it equals } \frac1w,$$

and it is strictly larger for every other such $c$.

In Pulay mixing (DIIS) for self-consistent field calculations, the $r_i$ are the residuals of stored iterations, and the weights $c^*$ found from them are used to combine the stored quantities themselves, such as Fock matrices or densities. The result concerns this one linear-algebra step, with the residuals given and fixed, and says nothing about convergence of the iteration.

## A finite history measured by a real inner product

The finite index set labels the stored iterations. The inner product decides what counts as a small residual: for real matrices it may be the sum of products of entries, and a positive definite weighting of the components is another valid choice. The space need not be finite-dimensional.

Write $R(c)=\sum_i c_i r_i$ for the mixed residual. Since the inner product is linear in both arguments,

$$\langle R(a),R(c)\rangle=\sum_{i,j}a_i\,\langle r_i,r_j\rangle\,c_j=a\cdot(Bc).$$

In particular $\|R(c)\|^2=c\cdot(Bc)$, so the minimisation needs only the small matrix $B$.

If the inner product were only semidefinite, a nonzero residual could have norm zero, and the later step from $\|R(v)\|=0$ to $R(v)=0$ would fail. Complex residuals mixed with real coefficients fit the setting if the real part of the complex inner product is used.

In the code, `ι` is the set of labels, `E` the residual space and `r : ι → E` the stored family.

```lean
import Mathlib

open Matrix

namespace PulayMixing

noncomputable section

variable {ι E : Type*} [Fintype ι] [NormedAddCommGroup E] [InnerProductSpace ℝ E]
```

The matrix $B$ is `gramMatrix r`.

```lean
/-- The Gram matrix of the stored residuals, with entries `⟨r i, r j⟩`. -/
def gramMatrix (r : ι → E) : Matrix ι ι ℝ :=
  Matrix.of fun i j => inner ℝ (r i) (r j)
```

The mixed residual $R(c)$ is `mixed r c`. The coefficients are arbitrary real numbers, and negative ones are allowed.

```lean
/-- The extrapolated residual `∑ c i • r i` with mixing coefficients `c`. -/
def mixed (r : ι → E) (c : ι → ℝ) : E := ∑ i, c i • r i
```

The next theorem is the bilinear formula above, with `⬝ᵥ` for the dot product and `*ᵥ` for a matrix acting on a vector. Its proof expands both sums and compares them term by term.

```lean
/-- The inner product of two mixed residuals is the bilinear form of the Gram matrix
in their coefficients. -/
theorem inner_mixed_mixed (r : ι → E) (a c : ι → ℝ) :
    inner ℝ (mixed r a) (mixed r c) = a ⬝ᵥ (gramMatrix r *ᵥ c) := by
  rw [mixed, mixed, sum_inner]
  refine Finset.sum_congr rfl fun i _ => ?_
  simp only [inner_sum, real_inner_smul_left, real_inner_smul_right, Matrix.mulVec,
    dotProduct, gramMatrix, Matrix.of_apply, Finset.mul_sum]
  exact Finset.sum_congr rfl fun j _ => by ring
```

## Linear independence makes the Gram matrix invertible

Linear independence means that no stored residual is a combination of the others: each contributes a new direction. The quantities that depend on it are $w$, called `weight r`, and $c^*$, called `diisCoeff r`. In both definitions `1` stands for the all-ones vector $u$ where a vector is expected.

```lean
variable [DecidableEq ι]

/-- The number `⟨u, B⁻¹ u⟩`, with `B` the Gram matrix and `u` the all-ones vector;
meant for linearly independent residuals, where `B` is invertible. -/
def weight (r : ι → E) : ℝ := (1 : ι → ℝ) ⬝ᵥ ((gramMatrix r)⁻¹ *ᵥ 1)

/-- The Pulay coefficients `B⁻¹ u / ⟨u, B⁻¹ u⟩`; meant for a nonempty, linearly
independent family of residuals, where `B` is invertible and the denominator is nonzero. -/
def diisCoeff (r : ι → E) : ι → ℝ := (1 / weight r) • ((gramMatrix r)⁻¹ *ᵥ 1)
```

Lean accepts these definitions for a singular $B$ too, but the values then have no meaning as mixing weights.

By hand, suppose $Bv=0$. Then

$$\|R(v)\|^2=v\cdot(Bv)=0,$$

so $R(v)=0$, and independence gives $v=0$. A square matrix with no nonzero null vector is invertible. The proof runs the same argument by contradiction: a zero determinant supplies a nonzero null vector `v`, and `inner_mixed_mixed` turns it into a vanishing combination of residuals.

```lean
/-- Linearly independent residuals have an invertible Gram matrix. -/
theorem isUnit_det_gramMatrix {r : ι → E} (h : LinearIndependent ℝ r) :
    IsUnit (gramMatrix r).det := by
  rw [isUnit_iff_ne_zero]
  intro h0
  -- a null vector of the Gram matrix would be a vanishing combination of residuals
  obtain ⟨v, hv, hBv⟩ := Matrix.exists_mulVec_eq_zero_iff.mpr h0
  have hz := inner_mixed_mixed r v v
  rw [hBv, dotProduct_zero] at hz
  exact hv (funext (Fintype.linearIndependent_iff.mp h v (inner_self_eq_zero.mp hz)))
```

Consequently $y=B^{-1}u$ satisfies $By=u$.

```lean
/-- For linearly independent residuals the vector `B⁻¹ u` solves `B y = u`. -/
theorem gramMatrix_mulVec_inv {r : ι → E} (h : LinearIndependent ℝ r) :
    gramMatrix r *ᵥ ((gramMatrix r)⁻¹ *ᵥ 1) = 1 := by
  rw [Matrix.mulVec_mulVec, Matrix.mul_nonsing_inv _ (isUnit_det_gramMatrix h),
    Matrix.one_mulVec]
```

Without independence there is a nonzero $v$ with $R(v)=0$, and two things can happen. If $\sum_i v_i=0$, adding any multiple of $v$ to an admissible $c$ changes neither the constraint nor the mixed residual, so no minimiser is unique. Two identical residuals are an example: only the sum of their two weights matters. If $\sum_i v_i\neq0$, rescaling $v$ to unit sum gives a mixed residual of exactly zero. In both cases $B$ is singular and the formula for $c^*$ is unavailable.

## At least one stored residual makes the denominator positive

The formula for $c^*$ divides by $w$, so $w$ must not vanish. With $y=B^{-1}u$,

$$\|R(y)\|^2=y\cdot(By)=y\cdot u=w.$$

Hence $w\ge0$. If $w$ were zero, then $R(y)=0$, so $y=0$ by independence, and $u=By=0$. But $u$ has at least one entry, and that entry is one. So $w>0$.

In the proof, `hw` is the displayed identity and `hne` rules out $R(y)=0$. The assumption `[Nonempty ι]` enters where an arbitrary label is chosen to compare an entry of $u$ with zero.

```lean
/-- For a nonempty family of linearly independent residuals, `⟨u, B⁻¹ u⟩` is positive. -/
theorem weight_pos [Nonempty ι] {r : ι → E} (h : LinearIndependent ℝ r) :
    0 < weight r := by
  have hB := gramMatrix_mulVec_inv h
  -- the weight is the squared norm of the residual mixed with `B⁻¹ u`
  have hw : weight r = inner ℝ (mixed r ((gramMatrix r)⁻¹ *ᵥ 1))
      (mixed r ((gramMatrix r)⁻¹ *ᵥ 1)) := by
    rw [inner_mixed_mixed, hB]
    exact dotProduct_comm _ _
  have hne : mixed r ((gramMatrix r)⁻¹ *ᵥ 1) ≠ 0 := by
    intro h0
    have hy : (gramMatrix r)⁻¹ *ᵥ 1 = 0 :=
      funext (Fintype.linearIndependent_iff.mp h _ h0)
    rw [hy, Matrix.mulVec_zero] at hB
    exact zero_ne_one (congrFun hB (Classical.arbitrary ι))
  rw [hw, real_inner_self_eq_norm_sq]
  have := norm_pos_iff.mpr hne
  positivity
```

With an empty history the coefficient sum is zero, so no choice of coefficients satisfies the constraint and there is nothing to minimise.

## The unit sum excludes the trivial minimum

Without the constraint $\sum_i c_i=1$, the choice $c=0$ would give a zero mixed residual and no information. The value one also has a physical meaning. Let $x_i$ be the stored inputs and $r_i=F(x_i)$ their residuals. If $F$ is affine, $F(x)=Ax-b$ with $A$ linear, then unit sum gives

$$\sum_i c_i F(x_i)=A\sum_i c_i x_i-b=F\Big(\sum_i c_i x_i\Big),$$

so the mixed residual is the residual of the mixed input. For a nonlinear self-consistency map this holds approximately where the map is close to affine.

To find the candidate, introduce a multiplier $\lambda$ and make $c\cdot(Bc)-2\lambda(u\cdot c-1)$ stationary. As $B$ is symmetric, this gives Pulay's linear equations

$$Bc=\lambda u,\qquad \sum_i c_i=1.$$

The first yields $c=\lambda B^{-1}u$. Summing the entries gives $\lambda w=1$, so $\lambda=1/w$ and $c=c^*$. Conversely, $c^*$ has unit sum and $Bc^*=u/w$.

The next theorem states this equivalence, with `lam` for $\lambda$. The forward half of the proof inverts $B$ in `hc` and fixes the multiplier in `hl`; the other half substitutes the solution back.

```lean
/-- For a nonempty, linearly independent family of residuals, Pulay's linear equations `B c = lam
u`, `∑ c i = 1` have exactly one solution: the Pulay coefficients, with multiplier `lam = 1 / ⟨u,
B⁻¹ u⟩`. -/
theorem pulay_equations_iff [Nonempty ι] {r : ι → E} (h : LinearIndependent ℝ r)
    (c : ι → ℝ) (lam : ℝ) :
    (∑ i, c i = 1 ∧ gramMatrix r *ᵥ c = lam • (1 : ι → ℝ)) ↔
      c = diisCoeff r ∧ lam = 1 / weight r := by
  have hw := (weight_pos h).ne'
  have hsum : ∀ a : ℝ, ∑ i, (a • ((gramMatrix r)⁻¹ *ᵥ 1)) i = a * weight r := by
    intro a
    simp only [weight, dotProduct, Pi.smul_apply, Pi.one_apply, smul_eq_mul, one_mul,
      Finset.mul_sum]
  constructor
  · rintro ⟨hs, hB⟩
    -- invert the Gram matrix, then fix the multiplier by the normalisation
    have hc : c = lam • ((gramMatrix r)⁻¹ *ᵥ 1) := by
      rw [← Matrix.mulVec_smul, ← hB, Matrix.mulVec_mulVec,
        Matrix.nonsing_inv_mul _ (isUnit_det_gramMatrix h), Matrix.one_mulVec]
    have hl : lam * weight r = 1 := by
      rw [← hsum lam, ← hc]
      exact hs
    have hl' : lam = 1 / weight r := eq_div_of_mul_eq hw hl
    exact ⟨hc.trans (by rw [hl', diisCoeff]), hl'⟩
  · rintro ⟨rfl, rfl⟩
    constructor
    · rw [diisCoeff, hsum, one_div_mul_cancel hw]
    · rw [diisCoeff, Matrix.mulVec_smul, gramMatrix_mulVec_inv h]
```

Stationarity alone does not show that $c^*$ is a minimum. That follows from the geometry of the optimal residual. For any coefficients $a$,

$$\langle R(a),R(c^*)\rangle=a\cdot(Bc^*)=\frac1w\sum_i a_i.$$

So a combination whose coefficients sum to zero is orthogonal to $R(c^*)$.

```lean
/-- For a nonempty, linearly independent family of residuals, the inner product of any mixed
residual with the Pulay residual is the sum of its coefficients divided by `⟨u, B⁻¹ u⟩`. -/
theorem inner_mixed_diis [Nonempty ι] {r : ι → E} (h : LinearIndependent ℝ r)
    (a : ι → ℝ) :
    inner ℝ (mixed r a) (mixed r (diisCoeff r)) = (∑ i, a i) * (1 / weight r) := by
  rw [inner_mixed_mixed, ((pulay_equations_iff h _ _).mpr ⟨rfl, rfl⟩).2]
  simp only [dotProduct, Pi.smul_apply, Pi.one_apply, smul_eq_mul, mul_one, Finset.sum_mul]
```

Now let $\sum_i c_i=1$. Applying the last formula to $c$ and to $c^*$ gives $\langle R(c),R(c^*)\rangle=1/w$ and $\|R(c^*)\|^2=1/w$. Since $R(c-c^*)=R(c)-R(c^*)$,

$$\|R(c-c^*)\|^2=\|R(c)\|^2-\frac2w+\frac1w,$$

which rearranges to

$$\|R(c)\|^2=\frac1w+\|R(c-c^*)\|^2.$$

This is Pythagoras' theorem for the optimal residual and the deviation from it. The proof takes the two inner products as `h1` and `h2`, expands the squared norm of the difference, and finishes with `ring`.

```lean
/-- For linearly independent residuals and coefficients with sum one, the squared residual norm is
`1 / ⟨u, B⁻¹ u⟩` plus the squared norm of the residual mixed with the deviation from the Pulay
coefficients. -/
theorem norm_sq_mixed_eq [Nonempty ι] {r : ι → E} (h : LinearIndependent ℝ r)
    {c : ι → ℝ} (hc : ∑ i, c i = 1) :
    ‖mixed r c‖ ^ 2 = 1 / weight r + ‖mixed r (c - diisCoeff r)‖ ^ 2 := by
  have hsub : mixed r (c - diisCoeff r) = mixed r c - mixed r (diisCoeff r) := by
    simp only [mixed, Pi.sub_apply, sub_smul, Finset.sum_sub_distrib]
  have h1 := inner_mixed_diis h c
  have h2 := inner_mixed_diis h (diisCoeff r)
  rw [hc, one_mul] at h1
  rw [((pulay_equations_iff h _ _).mpr ⟨rfl, rfl⟩).1, one_mul,
    real_inner_self_eq_norm_sq] at h2
  rw [hsub, norm_sub_sq_real, h1, h2]
  ring
```

## Independence also makes the minimum strict

The last identity shows that no admissible $c$ does better than $1/w$. Equality would require $R(c-c^*)=0$, and independence then forces $c=c^*$. This further use of linear independence gives uniqueness.

The main theorem has three parts: the entries of `diisCoeff r` sum to one, the squared norm at these coefficients is `1 / weight r`, and any different `c` with unit sum gives a strictly larger squared norm. In the proof, `hd` says that a nonzero deviation produces a nonzero residual, `hpos` that its squared norm is positive, and `norm_sq_mixed_eq` supplies the identity.

```lean
/-- For a nonempty, linearly independent family of residuals, the Pulay coefficients `B⁻¹ u / ⟨u,
B⁻¹ u⟩` sum to one and give the squared residual norm `1 / ⟨u, B⁻¹ u⟩`; all other coefficients with
sum one give a strictly larger value. -/
theorem diis_unique_minimizer [Nonempty ι] {r : ι → E} (h : LinearIndependent ℝ r) :
    ∑ i, diisCoeff r i = 1 ∧
    ‖mixed r (diisCoeff r)‖ ^ 2 = 1 / weight r ∧
    ∀ c : ι → ℝ, ∑ i, c i = 1 → c ≠ diisCoeff r → 1 / weight r < ‖mixed r c‖ ^ 2 := by
  have hs := ((pulay_equations_iff h _ _).mpr ⟨rfl, rfl⟩).1
  refine ⟨hs, ?_, ?_⟩
  · rw [← real_inner_self_eq_norm_sq, inner_mixed_diis h, hs, one_mul]
  · intro c hc hne
    -- by independence, a nonzero deviation costs a nonzero residual
    have hd : mixed r (c - diisCoeff r) ≠ 0 := fun h0 =>
      hne (sub_eq_zero.mp (funext (Fintype.linearIndependent_iff.mp h _ h0)))
    have hpos : 0 < ‖mixed r (c - diisCoeff r)‖ ^ 2 := pow_pos (norm_pos_iff.mpr hd) 2
    rw [norm_sq_mixed_eq h hc]
    linarith
```

The statement is about exact real arithmetic. Nearly dependent residuals satisfy its assumptions, yet their Gram matrix can be so ill-conditioned that computed coefficients are unreliable.

## Orthogonal residuals are weighted by inverse squared norms

Suppose that the residuals are nonzero and mutually orthogonal, so that no two stored errors overlap. They are then automatically independent, and $B$ is diagonal with entries $\|r_i\|^2$. Put $S=\sum_j 1/\|r_j\|^2$ and try $c_i=1/(S\|r_i\|^2)$. These coefficients sum to one, and

$$(Bc)_i=\|r_i\|^2c_i=\frac1S.$$

They therefore solve Pulay's equations with $\lambda=1/S$. As the solution is unique, $c=c^*$ and $w=S$: a residual with half the norm receives four times the weight.

The proof first derives independence from `hne` and `horth`. It then checks the two equations in `key`, where orthogonality reduces each row sum to its diagonal term, and reads off both conclusions from `pulay_equations_iff`.

```lean
/-- For nonzero, mutually orthogonal residuals the Pulay coefficients are the normalised
inverse squared residual norms, and `⟨u, B⁻¹ u⟩` is the sum of these inverses. -/
theorem diis_orthogonal [Nonempty ι] {r : ι → E} (hne : ∀ i, r i ≠ 0)
    (horth : ∀ i j, i ≠ j → inner ℝ (r i) (r j) = 0) :
    (diisCoeff r = fun i => 1 / ‖r i‖ ^ 2 / ∑ j, 1 / ‖r j‖ ^ 2) ∧
      weight r = ∑ j, 1 / ‖r j‖ ^ 2 := by
  have h : LinearIndependent ℝ r :=
    linearIndependent_of_ne_zero_of_inner_eq_zero hne fun i j hij => horth i j hij
  have hn : ∀ i, 0 < ‖r i‖ ^ 2 := fun i => pow_pos (norm_pos_iff.mpr (hne i)) 2
  have hS : 0 < ∑ j, 1 / ‖r j‖ ^ 2 :=
    Finset.sum_pos (fun j _ => one_div_pos.mpr (hn j)) Finset.univ_nonempty
  -- the proposed coefficients solve Pulay's linear equations
  have key := (pulay_equations_iff h (fun i => 1 / ‖r i‖ ^ 2 / ∑ j, 1 / ‖r j‖ ^ 2)
    (1 / ∑ j, 1 / ‖r j‖ ^ 2)).mp (by
      constructor
      · rw [← Finset.sum_div, div_self hS.ne']
      · ext i
        simp only [Matrix.mulVec, dotProduct, gramMatrix, Matrix.of_apply, Pi.smul_apply,
          Pi.one_apply, smul_eq_mul, mul_one]
        rw [Finset.sum_eq_single i, real_inner_self_eq_norm_sq, ← mul_div_assoc,
          mul_one_div_cancel (hn i).ne']
        · intro j _ hj
          rw [horth i j hj.symm, zero_mul]
        · intro hi
          exact absurd (Finset.mem_univ i) hi)
  refine ⟨key.1.symm, ?_⟩
  have h2 := key.2
  rw [one_div, one_div (weight r)] at h2
  exact (inv_injective h2).symm

end

end PulayMixing
```

If a residual is zero, its inverse squared norm is undefined; that iteration has already met the self-consistency condition. Without orthogonality the general formula still applies to independent residuals, but weights can be negative. For $r_1=(3,0)$ and $r_2=(1,1)$ in the plane, it gives $c^*=(-\tfrac15,\tfrac65)$ and a minimum of $\tfrac95$, below both $\|r_1\|^2=9$ and $\|r_2\|^2=2$.

The smallest case is a single nonzero residual $r_1$, for which orthogonality holds trivially. Then $w=1/\|r_1\|^2$, the only coefficient is $c^*_1=1$, and the minimum is $\|r_1\|^2$. With one stored iteration there is no freedom to reduce the residual by mixing.

```lean
#print axioms PulayMixing.diis_unique_minimizer
#print axioms PulayMixing.diis_orthogonal
```

```
'PulayMixing.diis_unique_minimizer' depends on axioms: [propext, Classical.choice, Quot.sound]
'PulayMixing.diis_orthogonal' depends on axioms: [propext, Classical.choice, Quot.sound]
```
